# Inelastic magnetic RIXS intensity at a transition-metal K edge vanishes at q = 0 and q = (π,…,π) at leading order when the Hamiltonian is a sum of bonds between sites of opposite parity and the core hole rescales all adjacent bonds by one factor, the same at every site

## One matrix per bond

An exchange bond is represented here by a single matrix attached to the unordered pair of sites $\{i,j\}$. The symmetry $h_{ij}=h_{ji}$ is then part of the description, and the Hamiltonian counts each bond once:

$$H=\sum_{\{i,j\}} h_{ij},$$

where the sum runs over the edges of a finite graph. For a Heisenberg antiferromagnet, $h_{ij}=J_{ij}\,\mathbf S_i\cdot\mathbf S_j$, written as a matrix on the full spin space.

In RIXS at the K edge of a magnetic transition-metal ion, the core hole at site $i$ alters the exchange on the bonds that meet there. The leading magnetic term for a short-lived core hole is taken to be

$$O(\varphi)=\sum_i \varphi_i \sum_{j\sim i} h_{ij},\qquad \varphi_i=e^{i\mathbf q\cdot\mathbf R_i},$$

where $j\sim i$ means that $j$ is a neighbour of $i$, $\mathbf R_i$ is the position of site $i$ and $\mathbf q$ is the transferred wavevector. This form assumes that the core hole rescales every adjacent bond by the same factor, and that this factor doesn't depend on the site of the core hole. It is left out together with the other prefactors.

## What is claimed

Let $g$ be an eigenvector of $H$ with energy $E$, and let $f_k$ be a finite list of eigenvectors with energies $\varepsilon_k$. The intensity at energy loss $\omega$ is

$$I(\omega)=\sum_{k:\ \varepsilon_k-E=\omega}|\langle f_k|O(\varphi)|g\rangle|^2 .$$

The final theorem, `intensity_vanishes_at_both_wavevectors`, says that $I(\omega)=0$ for every $\omega\neq0$, both at $\mathbf q=(\pi,\dots,\pi)$ and at $\mathbf q=0$. It has two physical hypotheses:

- Each bond matrix is Hermitian, as a bond energy should be.
- The sites have integer coordinates, and the coordinate sums of neighbouring sites differ by an odd number. This holds for nearest neighbours on open square or cubic clusters, and on periodic ones with even side lengths.

The Lean objects correspond to the physics as follows:

| Lean | Physics |
|---|---|
| `G : SimpleGraph V` | sites and bonds |
| `h : Sym2 V → Matrix n n ℂ` | bond matrices, one per unordered pair |
| `hamiltonian G h` | $H$ |
| `scatteringOp G φ h` | $O(\varphi)$ |
| `planeWave R q` | the phases $e^{i\mathbf q\cdot\mathbf R_i}$, with lattice spacing 1 |
| `intensity` | $I(\omega)$, without prefactors |

The vectors need not be normalised, and the list of final states need not be complete; for a normalised $g$ and an orthonormal eigenbasis $f_k$, `intensity` is the usual sum over final states. Nothing singles out two-magnon states, so they are covered along with all other final eigenstates. Charge and orbital excitations, higher orders in the core-hole lifetime, polarisation factors and infinite lattices are not treated.

Suppose that a finite spin cluster meets these hypotheses and that its Hamiltonian is exactly this $H$, with no site terms such as a staggered field. If an exact diagonalisation then finds inelastic weight from $O(\varphi)$ at either wavevector, beyond rounding, convergence error and the broadened tail of the elastic line, something in the calculation is wrong.

## Derivation

**Regrouping by bonds.** In $O(\varphi)$ the bond $\{i,j\}$ appears twice, once from each end, with weights $\varphi_i$ and $\varphi_j$. Hence

$$O(\varphi)=\sum_{\{i,j\}}(\varphi_i+\varphi_j)\,h_{ij}.$$

**Staggered phases.** If $\varphi_i=-\varphi_j$ on every edge, each weight is zero and $O(\varphi)=0$. This uses no property of the bond matrices.

**Uniform phases.** If $\varphi_i=1$ everywhere, each weight is 2 and $O(\varphi)=2H$.

**Converse.** Suppose that $O(\varphi)=0$ for every choice of Hermitian bonds. Put the identity matrix on one edge $\{i,j\}$ and zero on all others. Then $(\varphi_i+\varphi_j)\,\mathbb 1=0$, so $\varphi_i=-\varphi_j$, provided that the matrices have at least one row.

**No transitions through $H$.** Let $Hf=E'f$ and $Hg=Eg$ with real $E'\neq E$. Since $H$ is Hermitian, it can act to the right or to the left, which gives

$$E\langle f|g\rangle=\langle f|H|g\rangle=E'\langle f|g\rangle .$$

So $(E'-E)\langle f|g\rangle=0$, hence $\langle f|g\rangle=0$ and $\langle f|H|g\rangle=0$.

**The two wavevectors.** At $\mathbf q=0$ all phases are 1 and $O=2H$. $H$ is Hermitian as a sum of Hermitian bonds, and each final state with $\omega\neq0$ has $\varepsilon_k\neq E$, so every amplitude vanishes. At $\mathbf q=(\pi,\dots,\pi)$, write the difference of the coordinate sums of neighbours $i$ and $j$ as $2m+1$. Then

$$e^{i\pi\sum_a R_{i,a}}=e^{i\pi\sum_a R_{j,a}}\,e^{2\pi i m}\,e^{i\pi}=-e^{i\pi\sum_a R_{j,a}},$$

so the phases are staggered and $O=0$.

The two zeros differ in kind. At $(\pi,\dots,\pi)$ the operator itself is gone, while at $\mathbf q=0$ it is $2H$, which gives elastic scattering whenever $E\neq0$.

## The Lean file

```lean
import Mathlib

open Matrix

namespace KEdgeTwoMagnonRIXS

noncomputable section

variable {V n ι : Type*} [Fintype V] [DecidableEq V] [Fintype ι]
variable (G : SimpleGraph V) [DecidableRel G.Adj]

/-- The Hamiltonian: the sum of the bond matrices, each edge counted once. -/
def hamiltonian (h : Sym2 V → Matrix n n ℂ) : Matrix n n ℂ :=
  ∑ e ∈ G.edgeFinset, h e

/-- The leading K-edge scattering operator: each site `i` contributes its phase `φ i` times
the sum of the bonds that meet at `i`. -/
def scatteringOp (φ : V → ℂ) (h : Sym2 V → Matrix n n ℂ) : Matrix n n ℂ :=
  ∑ i, φ i • ∑ j ∈ G.neighborFinset i, h s(i, j)

/-- The phase of a bond: the sum of the phases of its two end sites. -/
def bondPhase (φ : V → ℂ) : Sym2 V → ℂ :=
  Sym2.lift ⟨fun i j => φ i + φ j, fun _ _ => add_comm _ _⟩

/-- The transition amplitude `⟨f|O|g⟩`. -/
def amplitude [Fintype n] (O : Matrix n n ℂ) (f g : n → ℂ) : ℂ :=
  star f ⬝ᵥ (O *ᵥ g)

/-- The intensity at energy loss `ω`: squared amplitudes from `g`, of energy `E`, summed over
the final states `f k` whose energy `ε k` exceeds `E` by `ω`. -/
def intensity [Fintype n] (O : Matrix n n ℂ) (f : ι → n → ℂ) (ε : ι → ℝ) (g : n → ℂ)
    (E ω : ℝ) : ℝ :=
  ∑ k ∈ Finset.univ.filter (fun k => ε k - E = ω), Complex.normSq (amplitude O (f k) g)

/-- The phase `exp(i q·R)` of each site, for integer site positions `R`. -/
def planeWave {d : ℕ} (R : V → Fin d → ℤ) (q : Fin d → ℝ) (i : V) : ℂ :=
  Complex.exp (Complex.I * ∑ a, (q a : ℂ) * (R i a : ℂ))

/-- The scattering operator is a sum over edges, each bond weighted by the sum of the phases
of its two ends. -/
theorem scatteringOp_eq_bond_sum (φ : V → ℂ) (h : Sym2 V → Matrix n n ℂ) :
    scatteringOp G φ h = ∑ e ∈ G.edgeFinset, bondPhase φ e • h e := by
  -- the bonds at site `i` are the edges that contain `i`
  have inner : ∀ i, ∑ j ∈ G.neighborFinset i, h s(i, j)
      = ∑ e ∈ G.edgeFinset, if i ∈ e then h e else 0 := by
    intro i
    rw [← Finset.sum_filter]
    refine Finset.sum_bij (fun j _ => s(i, j)) ?_ ?_ ?_ ?_
    · intro j hj
      simpa using hj
    · intro a _ b _ hab
      exact Sym2.congr_right.mp hab
    · intro e he
      rw [Finset.mem_filter] at he
      obtain ⟨j, rfl⟩ := Sym2.mem_iff_exists.mp he.2
      exact ⟨j, by simpa using he.1, rfl⟩
    · intros
      rfl
  unfold scatteringOp
  simp_rw [inner, Finset.smul_sum]
  rw [Finset.sum_comm]
  refine Finset.sum_congr rfl fun e he => ?_
  induction e using Sym2.ind with
  | _ a b =>
    have hadj : G.Adj a b := by simpa using he
    have hab : a ≠ b := hadj.ne
    -- each edge is met exactly twice, once from each end
    have split : ∀ i, φ i • (if i ∈ s(a, b) then h s(a, b) else 0)
        = (if i = a then φ i • h s(a, b) else 0)
          + (if i = b then φ i • h s(a, b) else 0) := by
      intro i
      by_cases h1 : i = a
      · subst h1
        simp [hab]
      · by_cases h2 : i = b
        · subst h2
          simp [h1]
        · simp [h1, h2]
    simp only [split, Finset.sum_add_distrib, Finset.sum_ite_eq', Finset.mem_univ, if_true]
    rw [← add_smul]
    rfl

/-- If the site phases change sign across every edge, the scattering operator is zero. -/
theorem scatteringOp_staggered (η : V → ℂ) (hη : ∀ i j, G.Adj i j → η i = -η j)
    (h : Sym2 V → Matrix n n ℂ) : scatteringOp G η h = 0 := by
  rw [scatteringOp_eq_bond_sum]
  refine Finset.sum_eq_zero fun e he => ?_
  induction e using Sym2.ind with
  | _ a b =>
    have hadj : G.Adj a b := by simpa using he
    have h0 : bondPhase η s(a, b) = 0 := by
      change η a + η b = 0
      rw [hη a b hadj]
      ring
    rw [h0, zero_smul]

/-- With phase 1 on every site the scattering operator is twice the Hamiltonian. -/
theorem scatteringOp_uniform (h : Sym2 V → Matrix n n ℂ) :
    scatteringOp G (fun _ => 1) h = (2 : ℂ) • hamiltonian G h := by
  rw [scatteringOp_eq_bond_sum, hamiltonian, Finset.smul_sum]
  refine Finset.sum_congr rfl fun e _ => ?_
  induction e using Sym2.ind with
  | _ a b =>
    have h2 : bondPhase (fun _ : V => (1 : ℂ)) s(a, b) = 2 := by
      change (1 : ℂ) + 1 = 2
      norm_num
    rw [h2]

/-- The scattering operator vanishes for every choice of Hermitian bonds exactly when the
phases change sign across every edge. -/
theorem scatteringOp_eq_zero_iff [DecidableEq n] [Nonempty n] (η : V → ℂ) :
    (∀ h : Sym2 V → Matrix n n ℂ, (∀ e, (h e).IsHermitian) → scatteringOp G η h = 0)
      ↔ ∀ i j, G.Adj i j → η i = -η j := by
  refine ⟨fun H i j hij => ?_, fun hη h _ => scatteringOp_staggered G η hη h⟩
  -- switch on a single bond
  have h0 := H (fun e => if e = s(i, j) then 1 else 0) (by
    intro e
    split_ifs
    · exact Matrix.conjTranspose_one
    · exact Matrix.isHermitian_zero)
  rw [scatteringOp_eq_bond_sum] at h0
  simp only [smul_ite, smul_zero, Finset.sum_ite_eq', SimpleGraph.mem_edgeFinset,
    SimpleGraph.mem_edgeSet, hij, if_true] at h0
  obtain ⟨k⟩ := ‹Nonempty n›
  have hk := congrFun (congrFun h0 k) k
  have hsum : η i + η j = 0 := by
    simpa [bondPhase, Matrix.smul_apply] using hk
  exact eq_neg_of_add_eq_zero_left hsum

variable [Fintype n]

/-- A Hermitian matrix has zero amplitude between two of its eigenvectors with different
energies. -/
theorem amplitude_eq_zero {H : Matrix n n ℂ} (hH : H.IsHermitian) {f g : n → ℂ} {E' E : ℝ}
    (hf : H *ᵥ f = (E' : ℂ) • f) (hg : H *ᵥ g = (E : ℂ) • g) (hne : E' ≠ E) :
    amplitude H f g = 0 := by
  -- let `H` act to the right, then to the left
  have h1 : star f ⬝ᵥ (H *ᵥ g) = (E : ℂ) * (star f ⬝ᵥ g) := by
    rw [hg, dotProduct_smul, smul_eq_mul]
  have hl : star f ᵥ* H = (E' : ℂ) • star f := by
    have h3 := Matrix.star_mulVec H f
    rw [hH.eq, hf] at h3
    rw [← h3]
    ext i
    simp
  have h2 : star f ⬝ᵥ (H *ᵥ g) = (E' : ℂ) * (star f ⬝ᵥ g) := by
    rw [Matrix.dotProduct_mulVec, hl, smul_dotProduct, smul_eq_mul]
  have h4 : ((E' : ℂ) - E) * (star f ⬝ᵥ g) = 0 := by
    linear_combination h1 - h2
  have h5 : star f ⬝ᵥ g = 0 :=
    (mul_eq_zero.mp h4).resolve_left (sub_ne_zero.mpr (by exact_mod_cast hne))
  rw [amplitude, h1, h5, mul_zero]

/-- For Hermitian bonds, the intensity between eigenstates of the Hamiltonian vanishes at every
non-zero energy loss, both for site phases that change sign across every edge and for site phases
all equal to 1. -/
theorem inelastic_intensity_vanishes (η : V → ℂ) (hη : ∀ i j, G.Adj i j → η i = -η j)
    (h : Sym2 V → Matrix n n ℂ) (hh : ∀ e, (h e).IsHermitian)
    (f : ι → n → ℂ) (ε : ι → ℝ) (hf : ∀ k, hamiltonian G h *ᵥ f k = (ε k : ℂ) • f k)
    (g : n → ℂ) (E : ℝ) (hg : hamiltonian G h *ᵥ g = (E : ℂ) • g) (ω : ℝ) (hω : ω ≠ 0) :
    intensity (scatteringOp G η h) f ε g E ω = 0 ∧
      intensity (scatteringOp G (fun _ => 1) h) f ε g E ω = 0 := by
  have hH : (hamiltonian G h).IsHermitian := by
    unfold Matrix.IsHermitian hamiltonian
    rw [Matrix.conjTranspose_sum]
    exact Finset.sum_congr rfl fun e _ => (hh e).eq
  constructor
  · rw [scatteringOp_staggered G η hη h]
    simp [intensity, amplitude]
  · rw [scatteringOp_uniform]
    refine Finset.sum_eq_zero fun k hk => ?_
    have hk' : ε k - E = ω := (Finset.mem_filter.mp hk).2
    have hne : ε k ≠ E := fun h0 => hω (by rw [← hk', h0, sub_self])
    have h0 := amplitude_eq_zero hH (hf k) hg hne
    unfold amplitude at h0 ⊢
    rw [two_smul, Matrix.add_mulVec, dotProduct_add, h0, add_zero, map_zero]

omit [Fintype V] [DecidableEq V] in
/-- At wavevector `(π,…,π)` the plane-wave phases of two sites are opposite if their coordinate
sums differ by an odd number. -/
theorem planeWave_pi {d : ℕ} (R : V → Fin d → ℤ) (i j : V)
    (hR : Odd (∑ a, (R i a - R j a))) :
    planeWave R (fun _ => Real.pi) i = -planeWave R (fun _ => Real.pi) j := by
  obtain ⟨m, hm⟩ := hR
  have hc : (∑ a, (R i a : ℂ)) = (∑ a, (R j a : ℂ)) + (2 * (m : ℂ) + 1) := by
    have h1 := congrArg (Int.cast : ℤ → ℂ) hm
    push_cast at h1
    rw [Finset.sum_sub_distrib] at h1
    linear_combination h1
  unfold planeWave
  simp only [← Finset.mul_sum]
  rw [hc, show Complex.I * ((Real.pi : ℂ) * ((∑ a, (R j a : ℂ)) + (2 * (m : ℂ) + 1)))
      = Complex.I * ((Real.pi : ℂ) * ∑ a, (R j a : ℂ))
        + ((m : ℂ) * (2 * Real.pi * Complex.I) + Real.pi * Complex.I) by ring,
    Complex.exp_add, Complex.exp_add, Complex.exp_int_mul_two_pi_mul_I, Complex.exp_pi_mul_I]
  ring

/-- For Hermitian bonds that join only sites with coordinate sums of opposite parity, the leading
K-edge intensity between eigenstates of the Hamiltonian vanishes at every non-zero energy loss, both
at `q = (π,…,π)` and at `q = 0`. -/
theorem intensity_vanishes_at_both_wavevectors {d : ℕ} (R : V → Fin d → ℤ)
    (hR : ∀ i j, G.Adj i j → Odd (∑ a, (R i a - R j a)))
    (h : Sym2 V → Matrix n n ℂ) (hh : ∀ e, (h e).IsHermitian)
    (f : ι → n → ℂ) (ε : ι → ℝ) (hf : ∀ k, hamiltonian G h *ᵥ f k = (ε k : ℂ) • f k)
    (g : n → ℂ) (E : ℝ) (hg : hamiltonian G h *ᵥ g = (E : ℂ) • g) (ω : ℝ) (hω : ω ≠ 0) :
    intensity (scatteringOp G (planeWave R fun _ => Real.pi) h) f ε g E ω = 0 ∧
      intensity (scatteringOp G (planeWave R fun _ => 0) h) f ε g E ω = 0 := by
  have h0 : planeWave R (fun _ => 0) = fun _ => 1 := by
    funext i
    simp [planeWave]
  rw [h0]
  exact inelastic_intensity_vanishes G _ (fun i j hij => planeWave_pi R i j (hR i j hij))
    h hh f ε hf g E hg ω hω

end

end KEdgeTwoMagnonRIXS
```

```lean
#print axioms KEdgeTwoMagnonRIXS.scatteringOp_eq_zero_iff
-- 'KEdgeTwoMagnonRIXS.scatteringOp_eq_zero_iff' depends on axioms: [propext, Classical.choice, Quot.sound]
#print axioms KEdgeTwoMagnonRIXS.intensity_vanishes_at_both_wavevectors
-- 'KEdgeTwoMagnonRIXS.intensity_vanishes_at_both_wavevectors' depends on axioms: [propext, Classical.choice, Quot.sound]
```

## How the proof follows the derivation

`scatteringOp_eq_bond_sum` carries out the regrouping. Its step `inner` rewrites the neighbour sum at site $i$ as a sum over all edges, keeping only those that contain $i$; the map $j\mapsto\{i,j\}$ matches the two sums term by term. `Finset.sum_comm` then puts the edge sum outside. For a fixed edge with ends `a` and `b`, `split` separates the contributions of the two ends. This needs `a ≠ b`, which holds because a simple graph has no loops.

`scatteringOp_staggered` and `scatteringOp_uniform` evaluate the bond weight as 0 and 2. `scatteringOp_eq_zero_iff` adds the converse: it switches on a single bond and reads off one diagonal entry.

In `amplitude_eq_zero`, `h1` is the action of $H$ to the right and `h2` the action to the left, where `hl` uses Hermiticity. Their difference is `h4`, and dividing out the non-zero energy difference gives the orthogonality `h5`.

`inelastic_intensity_vanishes` combines these results for general staggered phases `η`. It first shows that $H$ is Hermitian. The staggered half then follows from the zero operator, and the uniform half from applying `amplitude_eq_zero` to each final state in the sum.

`planeWave_pi` turns the odd integer difference into a complex equation, `hc`, and splits the exponential into the three factors shown above. The last theorem feeds this sign change into `inelastic_intensity_vanishes`, after checking that the plane wave at $\mathbf q=0$ is the constant 1.
